# Convergence of the sign iteration in a nonorthogonal basis, for a real symmetric invertible Hamiltonian matrix

A molecule is described in a finite basis of overlapping atomic orbitals. The one-electron Hamiltonian has matrix \(H\), the basis functions have overlap matrix \(S\), and the orbitals with energy below the chemical potential are filled. Can their density matrix be computed from matrix products and inverses, without first finding the orbitals?

Put the chemical potential at zero; for another value \(\mu\), replace \(H\) by \(H-\mu S\). With energies written as plain numbers in a fixed unit, the candidate method is

\[
X_0=H,\qquad X_{k+1}=\tfrac12\left(X_k+SX_k^{-1}S\right),
\]

and a limit \(X\) would give the density matrix

\[
P=\tfrac12\left(S^{-1}-S^{-1}XS^{-1}\right),
\]

with occupations counted per spin orbital. The parts below settle convergence and idempotency for a fixed real symmetric invertible \(H\), as in a non-interacting model or one step of a self-consistent calculation.

## The iteration and its scalar version

The finite type `n` labels the basis functions, and matrices have real entries.

In Lean 4 with Mathlib:

```lean
import Mathlib

open Matrix Filter Topology

namespace NonorthogonalSignIteration

noncomputable section

variable {n : Type*} [Fintype n] [DecidableEq n]
```

`signStep` is one step of the iteration.

```lean
/-- One step of the sign iteration with overlap matrix `S`, for invertible `X`. -/
def signStep (S X : Matrix n n ℝ) : Matrix n n ℝ := (1 / 2 : ℝ) • (X + S * X⁻¹ * S)
```

`signIter S H k` is \(X_k\).

```lean
/-- The sign iteration started at the Hamiltonian matrix `H`. -/
def signIter (S H : Matrix n n ℝ) : ℕ → Matrix n n ℝ
  | 0 => H
  | k + 1 => signStep S (signIter S H k)
```

`densityMatrix S X` is \(P\).

```lean
/-- The density matrix built from `X`, for invertible overlap `S`. -/
def densityMatrix (S X : Matrix n n ℝ) : Matrix n n ℝ :=
  (1 / 2 : ℝ) • (S⁻¹ - S⁻¹ * X * S⁻¹)
```

For an invertible matrix \(W\) and a list of numbers \(x=(x_i)\), write \(M(x)=W^{\mathsf T}\operatorname{diag}(x)\,W\). This is `modeForm W x`. The rows of \(W\) are called modes; they are not the orbital coefficients, which will be the columns of \(C=W^{-1}\).

```lean
/-- The matrix `Wᵀ diag(x) W` of the quadratic form `v ↦ ∑ i, x i * (W v)_i ^ 2`; the rows of `W`
are called modes. -/
def modeForm (W : Matrix n n ℝ) (x : n → ℝ) : Matrix n n ℝ := Wᵀ * diagonal x * W
```

The scalar map is \(f(t)=(t+1/t)/2\). It is called `newton` because it is Newton's method for \(t^2=1\), and `newton^[k]` is its \(k\)-fold iterate \(f^k\).

```lean
/-- One step of the scalar sign iteration, for `t ≠ 0`. -/
def newton (t : ℝ) : ℝ := (t + t⁻¹) / 2
```

## (a) A criterion for idempotency

**Task.** For invertible \(S\) and any square \(X\), show that

\[
PSP=P\iff XS^{-1}X=S .
\]

**Solution.** Write \(T=S^{-1}\). Then \(P=\tfrac12(T-TXT)\) and \(PS=\tfrac12(1-TX)\), so

\[
PSP=\tfrac14(1-TX)(T-TXT)=\tfrac14(T-2TXT+TXTXT).
\]

Subtracting \(P\) and using \(TST=T\) gives

\[
PSP-P=\tfrac14(TXTXT-T)=\tfrac14\,T(XTX-S)T .
\]

Since \(T\) is invertible, the left side vanishes exactly when \(XTX=S\).

In the code, `generalize` turns \(S^{-1}\) into the letter `T`, `key` is the last display, and the `calc` block removes the outer factors by multiplying with \(S\) on both sides.

```lean
/-- For invertible overlap `S`, the density matrix built from `X` satisfies `P S P = P`
exactly when `X S⁻¹ X = S`. -/
theorem idempotent_iff {S : Matrix n n ℝ} (hS : IsUnit S.det) (X : Matrix n n ℝ) :
    densityMatrix S X * S * densityMatrix S X = densityMatrix S X ↔ X * S⁻¹ * X = S := by
  have hTS : S⁻¹ * S = 1 := nonsing_inv_mul S hS
  have hST : S * S⁻¹ = 1 := mul_nonsing_inv S hS
  unfold densityMatrix
  generalize S⁻¹ = T at *
  have h1 : (T - T * X * T) * S = 1 - T * X := by
    rw [sub_mul, mul_assoc (T * X), hTS, mul_one]
  have h2 : T * (X * T * X - S) * T = T * X * T * X * T - T := by
    rw [mul_sub, sub_mul, hTS, one_mul]
    simp only [mul_assoc]
  have h3 : (1 - T * X) * (T - T * X * T)
      = T - T * X * T - T * X * T + T * X * T * X * T := by noncomm_ring
  -- the idempotency defect is the transformed defect of `X T X = S`
  have key : ((1 / 2 : ℝ) • (T - T * X * T)) * S * ((1 / 2 : ℝ) • (T - T * X * T))
      - (1 / 2 : ℝ) • (T - T * X * T) = (1 / 4 : ℝ) • (T * (X * T * X - S) * T) := by
    rw [smul_mul_assoc, h1, smul_mul_assoc, mul_smul_comm, h3, h2]
    module
  rw [← sub_eq_zero, key, ← sub_eq_zero (a := X * T * X)]
  constructor
  · intro h
    have h4 := (smul_eq_zero.mp h).resolve_left (by norm_num)
    calc X * T * X - S = (S * T) * (X * T * X - S) * (T * S) := by
          rw [hST, hTS, one_mul, mul_one]
      _ = S * (T * (X * T * X - S) * T) * S := by simp only [mul_assoc]
      _ = 0 := by rw [h4, mul_zero, zero_mul]
  · intro h
    rw [h, mul_zero, zero_mul, smul_zero]
```

## (b) Common modes of Hamiltonian and overlap

**Task.** For symmetric \(H\) and positive definite \(S\), find an invertible \(W\) and real numbers \(e_i\) with

\[
S=W^{\mathsf T}W,\qquad H=W^{\mathsf T}\operatorname{diag}(e)\,W .
\]

**Solution.** Diagonalize \(S=U\operatorname{diag}(s)U^{\mathsf T}\) with \(U\) orthogonal and all \(s_i>0\), and set \(B=\operatorname{diag}(\sqrt{s})\,U^{\mathsf T}\). Then \(B^{\mathsf T}B=S\), and \((\det B)^2=\det S>0\) makes \(B\) invertible. The matrix \(K=(B^{-1})^{\mathsf T}HB^{-1}\) is symmetric, so \(K=V\operatorname{diag}(e)V^{\mathsf T}\) with \(V\) orthogonal. Take \(W=V^{\mathsf T}B\):

\[
W^{\mathsf T}W=B^{\mathsf T}VV^{\mathsf T}B=S,\qquad
W^{\mathsf T}\operatorname{diag}(e)W=B^{\mathsf T}KB=H .
\]

With \(C=W^{-1}\) these relations read \(C^{\mathsf T}SC=1\) and \(HC=SC\operatorname{diag}(e)\), the usual generalized eigenvalue problem. The \(e_i\) are the orbital energies.

Positive definiteness (`S.PosDef`) says that the basis functions are linearly independent. The inner statement `key` is the spectral theorem for a real symmetric matrix, applied first to \(S\) and then to \(K\).

```lean
/-- A symmetric Hamiltonian and a positive definite overlap have common modes, in which the
overlap is the identity and the Hamiltonian is diagonal. -/
theorem exists_modes {H S : Matrix n n ℝ} (hH : H.IsSymm) (hS : S.PosDef) :
    ∃ (W : Matrix n n ℝ) (e : n → ℝ), IsUnit W.det ∧
      S = modeForm W (fun _ => 1) ∧ H = modeForm W e := by
  have key : ∀ (A : Matrix n n ℝ) (hA : A.IsHermitian), ∃ (U : Matrix n n ℝ) (d : n → ℝ),
      d = hA.eigenvalues ∧ U * Uᵀ = 1 ∧ A = U * diagonal d * Uᵀ := by
    intro A hA
    refine ⟨hA.eigenvectorUnitary, _, rfl, ?_, ?_⟩
    · have h := mem_unitaryGroup_iff.1 hA.eigenvectorUnitary.2
      rwa [star_eq_conjTranspose, conjTranspose_eq_transpose_of_trivial] at h
    · have h := hA.spectral_theorem
      rw [Unitary.conjStarAlgAut_apply] at h
      exact h
  -- factor the overlap
  obtain ⟨B, hB⟩ : ∃ B : Matrix n n ℝ, Bᵀ * B = S := by
    obtain ⟨U, s, hs, -, h⟩ := key S hS.isHermitian
    have hr : diagonal s = diagonal (fun i => Real.sqrt (s i)) *
        diagonal (fun i => Real.sqrt (s i)) := by
      rw [diagonal_mul_diagonal]
      congr 1
      funext i
      have h0 : 0 ≤ s i := by rw [hs]; exact (hS.eigenvalues_pos i).le
      exact (Real.mul_self_sqrt h0).symm
    refine ⟨diagonal (fun i => Real.sqrt (s i)) * Uᵀ, ?_⟩
    rw [h, hr]
    simp only [transpose_mul, transpose_transpose, diagonal_transpose, mul_assoc]
  have hBu : IsUnit B.det := isUnit_iff_ne_zero.2 fun h =>
    hS.det_pos.ne' (by rw [← hB, det_mul, h, mul_zero])
  -- diagonalize the transformed Hamiltonian
  have hK : ((B⁻¹)ᵀ * H * B⁻¹).IsHermitian := by
    rw [IsHermitian, conjTranspose_eq_transpose_of_trivial]
    simp only [transpose_mul, transpose_transpose, hH.eq, mul_assoc]
  obtain ⟨V, e, -, hV, hVK⟩ := key _ hK
  refine ⟨Vᵀ * B, e, ?_, ?_, ?_⟩
  · rw [det_mul]
    exact (isUnit_det_of_right_inverse (mul_eq_one_comm.mp hV)).mul hBu
  · calc S = Bᵀ * (V * Vᵀ) * B := by rw [hV, mul_one, hB]
      _ = _ := by simp only [modeForm, diagonal_one, mul_one, transpose_mul,
                    transpose_transpose, mul_assoc]
  · calc H = (B⁻¹ * B)ᵀ * H * (B⁻¹ * B) := by
          rw [nonsing_inv_mul B hBu, transpose_one, one_mul, mul_one]
      _ = Bᵀ * ((B⁻¹)ᵀ * H * B⁻¹) * B := by simp only [transpose_mul, mul_assoc]
      _ = _ := by
          rw [hVK]
          simp only [modeForm, transpose_mul, transpose_transpose, mul_assoc]
```

## (c) Products mode by mode

**Task.** If all \(y_i\ne0\), show that \(M(y)\) is invertible and

\[
M(x)\,M(y)^{-1}M(z)=M(w),\qquad w_i=x_i\,y_i^{-1}z_i .
\]

**Solution.** The inverse is \(M(y)^{-1}=W^{-1}\operatorname{diag}(1/y)\,(W^{-1})^{\mathsf T}\), as multiplication confirms. In the triple product the inner factors \(WW^{-1}\) and \((W^{-1})^{\mathsf T}W^{\mathsf T}\) are both 1. What remains is \(W^{\mathsf T}\operatorname{diag}(x)\operatorname{diag}(1/y)\operatorname{diag}(z)W\), which is \(M(w)\). The code checks the inverse as `hinv` and then cancels the same factors.

```lean
/-- For invertible `W` and `y` with all `y i ≠ 0`, the matrix `modeForm W y` is invertible, and
multiplying its inverse by `modeForm W x` on the left and `modeForm W z` on the right gives the mode
form with coefficients `x i * (y i)⁻¹ * z i`. -/
theorem modeForm_mul_inv {W : Matrix n n ℝ} (hW : IsUnit W.det) {y : n → ℝ}
    (hy : ∀ i, y i ≠ 0) (x z : n → ℝ) :
    IsUnit (modeForm W y) ∧ modeForm W x * (modeForm W y)⁻¹ * modeForm W z
      = modeForm W (fun i => x i * (y i)⁻¹ * z i) := by
  have h1 : W * W⁻¹ = 1 := mul_nonsing_inv W hW
  have h2 : (W⁻¹)ᵀ * Wᵀ = 1 := by rw [← transpose_mul, h1, transpose_one]
  have hd : diagonal y * diagonal (fun i => (y i)⁻¹) = (1 : Matrix n n ℝ) := by
    rw [diagonal_mul_diagonal, ← diagonal_one]
    congr 1
    funext i
    exact mul_inv_cancel₀ (hy i)
  have hinv : modeForm W y * (W⁻¹ * diagonal (fun i => (y i)⁻¹) * (W⁻¹)ᵀ) = 1 := by
    calc _ = Wᵀ * (diagonal y * (W * W⁻¹) * diagonal (fun i => (y i)⁻¹)) * (W⁻¹)ᵀ := by
          simp only [modeForm, mul_assoc]
      _ = 1 := by rw [h1, mul_one, hd, mul_one, mul_eq_one_comm.mp h2]
  refine ⟨(isUnit_iff_isUnit_det _).2 (isUnit_det_of_right_inverse hinv), ?_⟩
  rw [inv_eq_right_inv hinv]
  calc _ = Wᵀ * (diagonal x * (W * W⁻¹) * diagonal (fun i => (y i)⁻¹) *
        ((W⁻¹)ᵀ * Wᵀ) * diagonal z) * W := by simp only [modeForm, mul_assoc]
    _ = _ := by
        rw [h1, h2, mul_one, mul_one, diagonal_mul_diagonal, diagonal_mul_diagonal]
        rfl
```

## (d) The scalar iteration avoids zero

**Task.** For \(t\neq0\), show that every iterate satisfies

\[
f^k(t)\neq0 .
\]

**Solution.** The start is nonzero. If \(u=f^k(t)\ne0\), then \(u\,f(u)=(u^2+1)/2>0\), so \(f(u)\neq0\). Induction on \(k\) finishes the argument, and `h2` is this identity.

```lean
/-- The scalar sign iteration started at a nonzero energy never reaches zero. -/
theorem newton_ne_zero {t : ℝ} (ht : t ≠ 0) (k : ℕ) : newton^[k] t ≠ 0 := by
  induction k with
  | zero => exact ht
  | succ k ih =>
    rw [Function.iterate_succ_apply']
    generalize newton^[k] t = u at ih
    intro h
    have h2 : u * newton u = (u ^ 2 + 1) / 2 := by
      unfold newton
      field_simp
    rw [h, mul_zero] at h2
    nlinarith [sq_nonneg u]
```

## (e) The scalar limit

**Task.** For \(t\ne0\), show that

\[
\lim_{k\to\infty}f^k(t)=\operatorname{sign}(t).
\]

**Solution.** For \(u>0\),

\[
f(u)-1=\frac{(u-1)^2}{2u}\ge0 ,
\]

so \(u_k=f^k(u)\ge1\) for all \(k\ge1\). Then \(1/u_k\le1\), and

\[
u_{k+1}-1=\tfrac12\left(u_k+\tfrac1{u_k}\right)-1\le\tfrac12(u_k-1).
\]

By induction \(1\le u_{k+1}\le1+(f(u)-1)\,2^{-k}\) for all \(k\ge0\), and squeezing gives the limit 1. For \(t<0\), the map is odd, so \(f^k(t)=-f^k(-t)\to-1\).

The three steps appear as `hge`, `hb` and `hodd`. `Tendsto … atTop (𝓝 …)` is the ordinary limit of a sequence.

```lean
/-- The scalar sign iteration started at a nonzero energy converges to its sign. -/
theorem newton_tendsto {t : ℝ} (ht : t ≠ 0) :
    Tendsto (fun k => newton^[k] t) atTop (𝓝 (Real.sign t)) := by
  have hge : ∀ u : ℝ, 0 < u → 1 ≤ newton u := by
    intro u hu
    have h : newton u - 1 = (u - 1) ^ 2 / (2 * u) := by
      unfold newton
      field_simp
      ring
    have h' : 0 ≤ (u - 1) ^ 2 / (2 * u) := by positivity
    linarith
  have hpos : ∀ u : ℝ, 0 < u → Tendsto (fun k => newton^[k] u) atTop (𝓝 1) := by
    intro u hu
    -- after the first step, the distance to 1 at least halves in each further step
    have hb : ∀ k : ℕ, 1 ≤ newton^[k + 1] u ∧
        newton^[k + 1] u ≤ 1 + (newton u - 1) * (1 / 2) ^ k := by
      intro k
      induction k with
      | zero => simpa using hge u hu
      | succ k ih =>
        rw [Function.iterate_succ_apply']
        obtain ⟨h1, h2⟩ := ih
        refine ⟨hge _ (by linarith), ?_⟩
        have h3 : (newton^[k + 1] u)⁻¹ ≤ 1 := inv_le_one_of_one_le₀ h1
        rw [pow_succ]
        change (newton^[k + 1] u + (newton^[k + 1] u)⁻¹) / 2 ≤ _
        linarith
    have hlim : Tendsto (fun k : ℕ => 1 + (newton u - 1) * (1 / 2 : ℝ) ^ k) atTop (𝓝 1) := by
      have h := tendsto_pow_atTop_nhds_zero_of_lt_one
        (show (0 : ℝ) ≤ 1 / 2 by norm_num) (by norm_num)
      simpa using (h.const_mul (newton u - 1)).const_add 1
    exact (tendsto_add_atTop_iff_nat 1).1 (tendsto_of_tendsto_of_tendsto_of_le_of_le
      tendsto_const_nhds hlim (fun k => (hb k).1) (fun k => (hb k).2))
  rcases lt_or_gt_of_ne ht with h | h
  · -- negative energies follow because the map is odd
    have hodd : ∀ k : ℕ, newton^[k] t = -(newton^[k] (-t)) := by
      intro k
      induction k with
      | zero => simp
      | succ k ih =>
        rw [Function.iterate_succ_apply', Function.iterate_succ_apply', ih]
        simp only [newton, inv_neg]
        ring
    rw [Real.sign_of_neg h, funext hodd]
    exact (hpos (-t) (by linarith)).neg
  · rw [Real.sign_of_pos h]
    exact hpos t h
```

## (f) The matrix iteration in the modes

**Task.** Let \(S=M(1,\dots,1)\) and \(H=M(e)\) with all \(e_i\neq0\). Show that

\[
X_k=M(x^{(k)}),\qquad x^{(k)}_i=f^k(e_i).
\]

**Solution.** For \(k=0\) this is \(H=M(e)\). If it holds for \(k\), part (d) gives \(x^{(k)}_i\neq0\), and part (c) gives \(SX_k^{-1}S=M(1/x^{(k)})\). Since \(M\) is linear, \(X_{k+1}=M\big(\tfrac12(x^{(k)}+1/x^{(k)})\big)=M(x^{(k+1)})\). In the code, `hx` is the last step for the diagonal matrices.

```lean
/-- In common invertible modes with nonzero energies, the matrix iteration acts on each energy
as the scalar sign iteration. -/
theorem signIter_modes {W : Matrix n n ℝ} (hW : IsUnit W.det) {e : n → ℝ}
    (he : ∀ i, e i ≠ 0) (k : ℕ) :
    signIter (modeForm W (fun _ => 1)) (modeForm W e) k
      = modeForm W (fun i => newton^[k] (e i)) := by
  induction k with
  | zero => rfl
  | succ k ih =>
    have hx : diagonal (fun i => newton^[k + 1] (e i)) = (1 / 2 : ℝ) •
        (diagonal (fun i => newton^[k] (e i)) +
          diagonal (fun i => 1 * (newton^[k] (e i))⁻¹ * 1)) := by
      ext i j
      by_cases h : i = j
      · subst h
        simp only [Matrix.smul_apply, Matrix.add_apply, diagonal_apply_eq, smul_eq_mul,
          Function.iterate_succ_apply', newton]
        ring
      · simp [h]
    change signStep _ (signIter _ _ k) = _
    rw [ih, signStep, (modeForm_mul_inv hW (y := fun i => newton^[k] (e i))
      (fun i => newton_ne_zero (he i) k) _ _).2]
    simp only [modeForm, hx, mul_smul_comm, smul_mul_assoc, mul_add, add_mul]
```

## (g) The matrix limit

**Task.** Under the same assumptions, show that

\[
X_k\to M(\operatorname{sign}e_1,\operatorname{sign}e_2,\dots).
\]

**Solution.** Each entry is a finite sum, \((X_k)_{ab}=\sum_i W_{ia}\,f^k(e_i)\,W_{ib}\), and part (e) gives the limit of every term. The code says the same through continuity of `modeForm W` (`hcont`); `tendsto_pi_nhds` reduces convergence of the list of energies to convergence of each one.

```lean
/-- In common invertible modes with nonzero energies, the iteration converges to the matrix in
which each energy is replaced by its sign. -/
theorem signIter_tendsto {W : Matrix n n ℝ} (hW : IsUnit W.det) {e : n → ℝ}
    (he : ∀ i, e i ≠ 0) :
    Tendsto (signIter (modeForm W (fun _ => 1)) (modeForm W e)) atTop
      (𝓝 (modeForm W (fun i => Real.sign (e i)))) := by
  have hcont : Continuous (modeForm W) :=
    (continuous_const.matrix_mul continuous_id.matrix_diagonal).matrix_mul continuous_const
  rw [funext (signIter_modes hW he)]
  exact (hcont.tendsto _).comp (tendsto_pi_nhds.2 fun i => newton_tendsto (he i))
```

## (h) Convergence to an idempotent density matrix

**Task.** For symmetric invertible \(H\) and positive definite \(S\), show that every \(X_k\) is symmetric and invertible, and that there is a matrix \(X\) with

\[
X_k\to X,\qquad XS^{-1}X=S,\qquad PSP=P .
\]

**Solution.** Take \(W\) and \(e\) from part (b). Since \(\det H=(\det W)^2\prod_i e_i\ne0\), no \(e_i\) vanishes. Physically, invertibility of \(H\) means that no orbital lies exactly at the chemical potential. By part (f), \(X_k=M(x^{(k)})\), which is symmetric by its form and invertible by parts (c) and (d). Part (g) supplies \(X=M(\operatorname{sign}e)\). By part (c),

\[
XS^{-1}X=M\big((\operatorname{sign}e)^2\big)=M(1,\dots,1)=S,
\]

and part (a) turns this into \(PSP=P\).

```lean
/-- Sign iteration in a nonorthogonal basis: for symmetric invertible `H` and positive definite
`S`, all iterates are symmetric and invertible, and they converge to a matrix `X` with
`X S⁻¹ X = S` whose density matrix `P` satisfies `P S P = P`. -/
theorem sign_iteration {H S : Matrix n n ℝ} (hH : H.IsSymm) (hu : IsUnit H) (hS : S.PosDef) :
    (∀ k, (signIter S H k).IsSymm ∧ IsUnit (signIter S H k)) ∧
    ∃ X, Tendsto (signIter S H) atTop (𝓝 X) ∧ X * S⁻¹ * X = S ∧
      densityMatrix S X * S * densityMatrix S X = densityMatrix S X := by
  obtain ⟨W, e, hW, rfl, rfl⟩ := exists_modes hH hS
  -- an invertible Hamiltonian has no mode at zero energy
  have he : ∀ i, e i ≠ 0 := by
    intro i hi
    apply ((isUnit_iff_isUnit_det _).1 hu).ne_zero
    rw [modeForm, det_mul, det_mul, det_diagonal,
      Finset.prod_eq_zero (Finset.mem_univ i) hi, mul_zero, zero_mul]
  refine ⟨fun k => ?_, _, signIter_tendsto hW he, ?_⟩
  · rw [signIter_modes hW he]
    refine ⟨?_, (modeForm_mul_inv hW (fun i => newton_ne_zero (he i) k) e e).1⟩
    simp only [IsSymm, modeForm, transpose_mul, transpose_transpose, diagonal_transpose,
      mul_assoc]
  · rw [idempotent_iff (isUnit_iff_ne_zero.2 hS.det_pos.ne'), and_self,
      (modeForm_mul_inv hW (y := fun _ => 1) (fun _ => one_ne_zero) _ _).2]
    congr 1
    funext i
    rcases lt_or_gt_of_ne (he i) with h | h
    · norm_num [Real.sign_of_neg h]
    · norm_num [Real.sign_of_pos h]

end

end NonorthogonalSignIteration
```

```lean
#print axioms NonorthogonalSignIteration.sign_iteration
```

```
'NonorthogonalSignIteration.sign_iteration' depends on axioms: [propext, Classical.choice, Quot.sound]
```

## Replacing H and S by their mode forms with `rfl`

The proof of (h) opens with `obtain ⟨W, e, hW, rfl, rfl⟩ := exists_modes hH hS`. Part (b) delivers two equations whose left sides are the bare variables `S` and `H`. The pattern `rfl` consumes such an equation by substituting its right side for the variable everywhere, in the hypotheses as well as in the goal. From then on the goal speaks of `modeForm W (fun _ => 1)` and `modeForm W e`, which is the form in which (f) and (g) are stated, so they apply directly.

## Which orbitals are filled, and what rounding may change

Idempotency alone does not select the filled orbitals: \(X=S\) also satisfies the criterion in (a), with \(P=0\). The limit in (g) does select them. Inserting it into the definition of \(P\) gives \(P=C\operatorname{diag}\big(\tfrac12(1-\operatorname{sign}e)\big)C^{\mathsf T}\), the sum over negative-energy orbitals, a formula that no theorem above states.

For a finite real basis and a fixed one-electron Hamiltonian, the result supports sign-based density-matrix construction in electronic-structure codes. The theorems concern real numbers and a limit. A program stops after finitely many steps, and it computes each inverse in floating point, where an orbital energy close to zero makes \(H\) nearly singular.
